# Moiré basis lengths $|a_i|/(2|\sin(t/2)|)$ for two copies of a planar lattice twisted by $t$

Let $A$ be a real $2\times2$ matrix whose columns $a_0, a_1$ are the basis vectors of a planar lattice, and let $R(t)$ be the counterclockwise rotation by $t$ about the origin, so that the twisted copy of the layer has the basis $R(t)A$. The fractional coordinates of a point $x$ are $A^{-1}x$ in the first layer and $(R(t)A)^{-1}x$ in the second; their difference is called `mismatch A t x` in the file below.

```lean
import Mathlib

open Matrix

namespace MoireLattice

noncomputable section

/-- The rotation of the plane by the angle `t`. -/
def rot (t : ℝ) : Matrix (Fin 2) (Fin 2) ℝ :=
  !![Real.cos t, -Real.sin t; Real.sin t, Real.cos t]

/-- The Euclidean length of a plane vector. -/
def len (v : Fin 2 → ℝ) : ℝ := Real.sqrt (v ⬝ᵥ v)

/-- The difference between the fractional coordinates of the point `x` in the layer with
basis `A` and in the same layer rotated by `t`. -/
def mismatch (A : Matrix (Fin 2) (Fin 2) ℝ) (t : ℝ) (x : Fin 2 → ℝ) : Fin 2 → ℝ :=
  A⁻¹ *ᵥ x - (rot t * A)⁻¹ *ᵥ x

/-- The matrix whose columns are the moiré vectors: the layer basis turned by `t/2 - π/2`
and scaled by `1 / (2 sin (t/2))`. -/
def moireBasis (A : Matrix (Fin 2) (Fin 2) ℝ) (t : ℝ) : Matrix (Fin 2) (Fin 2) ℝ :=
  (2 * Real.sin (t / 2))⁻¹ • (rot (t / 2 - Real.pi / 2) * A)

/-- The basis of a triangular lattice with lattice constant `a`, written in columns. -/
def triangular (a : ℝ) : Matrix (Fin 2) (Fin 2) ℝ :=
  !![a, a / 2; 0, Real.sqrt 3 / 2 * a]

/-- Two successive rotations add their angles. -/
theorem rot_mul_rot (a b : ℝ) : rot a * rot b = rot (a + b) := by
  ext i j
  fin_cases i <;> fin_cases j <;>
    simp [rot, Matrix.mul_apply, Fin.sum_univ_succ, Real.cos_add, Real.sin_add] <;> ring

/-- The identity minus the rotation by `-t` is a rotation by `π/2 - t/2` scaled by
`2 sin (t/2)`. -/
theorem one_sub_rot (t : ℝ) :
    1 - rot (-t) = (2 * Real.sin (t / 2)) • rot (Real.pi / 2 - t / 2) := by
  -- half-angle formulas
  have hc : Real.cos t = 1 - 2 * Real.sin (t / 2) ^ 2 := by
    have h := Real.cos_two_mul (t / 2)
    rw [show 2 * (t / 2) = t by ring] at h
    linarith [Real.sin_sq_add_cos_sq (t / 2)]
  have hs : Real.sin t = 2 * Real.sin (t / 2) * Real.cos (t / 2) := by
    have h := Real.sin_two_mul (t / 2)
    rwa [show 2 * (t / 2) = t by ring] at h
  ext i j
  fin_cases i <;> fin_cases j <;>
    simp [rot, hc, hs, Real.cos_pi_div_two_sub, Real.sin_pi_div_two_sub] <;> ring

/-- The mismatch of the two layers is a linear function of position, with matrix
`A⁻¹ (1 - R(-t))`. -/
theorem mismatch_eq (A : Matrix (Fin 2) (Fin 2) ℝ) (t : ℝ) (x : Fin 2 → ℝ) :
    mismatch A t x = (A⁻¹ * (1 - rot (-t))) *ᵥ x := by
  have h0 : rot 0 = 1 := by
    ext i j
    fin_cases i <;> fin_cases j <;> simp [rot]
  have hinv : (rot t)⁻¹ = rot (-t) :=
    Matrix.inv_eq_right_inv (by rw [rot_mul_rot, add_neg_cancel, h0])
  rw [mismatch, Matrix.mul_inv_rev, hinv, Matrix.mul_sub, Matrix.mul_one, Matrix.sub_mulVec]

/-- The matrix of the mismatch is inverse to the moiré basis. -/
theorem mismatch_mul_moireBasis (A : Matrix (Fin 2) (Fin 2) ℝ) (t : ℝ)
    (hA : IsUnit A.det) (hs : Real.sin (t / 2) ≠ 0) :
    (A⁻¹ * (1 - rot (-t))) * moireBasis A t = 1 := by
  have h2 : 2 * Real.sin (t / 2) ≠ 0 := mul_ne_zero two_ne_zero hs
  have hr : rot (Real.pi / 2 - t / 2) * rot (t / 2 - Real.pi / 2) = 1 := by
    rw [rot_mul_rot, show Real.pi / 2 - t / 2 + (t / 2 - Real.pi / 2) = 0 by ring]
    ext i j
    fin_cases i <;> fin_cases j <;> simp [rot]
  -- the scale factors cancel, then the rotations, then the layer basis
  rw [one_sub_rot, moireBasis, Matrix.mul_smul, Matrix.mul_smul, Matrix.smul_mul, smul_smul,
    inv_mul_cancel₀ h2, one_smul, Matrix.mul_assoc,
    ← Matrix.mul_assoc (rot (Real.pi / 2 - t / 2)), hr, Matrix.one_mul,
    Matrix.nonsing_inv_mul A hA]

/-- Dot products of moiré vectors, multiplied by `4 sin² (t/2)`, are the dot products of the
corresponding layer vectors. -/
theorem moire_dot (A : Matrix (Fin 2) (Fin 2) ℝ) (t : ℝ) (hs : Real.sin (t / 2) ≠ 0)
    (i j : Fin 2) :
    4 * Real.sin (t / 2) ^ 2 * ((moireBasis A t)ᵀ i ⬝ᵥ (moireBasis A t)ᵀ j)
      = Aᵀ i ⬝ᵥ Aᵀ j := by
  have hc : 2 * Real.sin (t / 2) * (2 * Real.sin (t / 2))⁻¹ = 1 :=
    mul_inv_cancel₀ (mul_ne_zero two_ne_zero hs)
  have hq := Real.sin_sq_add_cos_sq (t / 2 - Real.pi / 2)
  have e0 : ∀ k, moireBasis A t 0 k = (2 * Real.sin (t / 2))⁻¹ *
      (Real.cos (t / 2 - Real.pi / 2) * A 0 k + -Real.sin (t / 2 - Real.pi / 2) * A 1 k) := by
    intro k
    rw [moireBasis, Matrix.smul_apply, Matrix.mul_apply, Fin.sum_univ_two]
    rfl
  have e1 : ∀ k, moireBasis A t 1 k = (2 * Real.sin (t / 2))⁻¹ *
      (Real.sin (t / 2 - Real.pi / 2) * A 0 k + Real.cos (t / 2 - Real.pi / 2) * A 1 k) := by
    intro k
    rw [moireBasis, Matrix.smul_apply, Matrix.mul_apply, Fin.sum_univ_two]
    rfl
  simp only [dotProduct, Fin.sum_univ_two, Matrix.transpose_apply, e0, e1]
  generalize (2 * Real.sin (t / 2))⁻¹ = c at hc ⊢
  generalize Real.sin (t / 2 - Real.pi / 2) = S at hq ⊢
  generalize Real.cos (t / 2 - Real.pi / 2) = C at hq ⊢
  linear_combination (S ^ 2 + C ^ 2) * (A 0 i * A 0 j + A 1 i * A 1 j) *
    (2 * Real.sin (t / 2) * c + 1) * hc + (A 0 i * A 0 j + A 1 i * A 1 j) * hq

/-- Each moiré period, multiplied by `2 |sin (t/2)|`, is the length of the corresponding
layer vector. -/
theorem moire_length (A : Matrix (Fin 2) (Fin 2) ℝ) (t : ℝ) (hs : Real.sin (t / 2) ≠ 0)
    (i : Fin 2) :
    2 * |Real.sin (t / 2)| * len ((moireBasis A t)ᵀ i) = len (Aᵀ i) := by
  have hsq : ∀ m : ℝ, 4 * Real.sin (t / 2) ^ 2 * m = (2 * |Real.sin (t / 2)|) ^ 2 * m := by
    intro m
    rw [mul_pow, sq_abs]
    ring
  unfold len
  rw [← moire_dot A t hs i i, hsq, Real.sqrt_mul (sq_nonneg _), Real.sqrt_sq (by positivity)]

/-- The points where the fractional coordinates in the two layers differ by integers form a
lattice. Its basis vectors are linearly independent and have lengths
`|a_i| / (2 |sin (t/2)|)`. -/
theorem moire_lattice (A : Matrix (Fin 2) (Fin 2) ℝ) (t : ℝ)
    (hA : IsUnit A.det) (hs : Real.sin (t / 2) ≠ 0) :
    LinearIndependent ℝ (fun i => (moireBasis A t)ᵀ i) ∧
    (∀ x, (∃ n : Fin 2 → ℤ, mismatch A t x = fun i => (n i : ℝ)) ↔
      ∃ n : Fin 2 → ℤ, x = ∑ i, (n i : ℝ) • (moireBasis A t)ᵀ i) ∧
    ∀ i, len ((moireBasis A t)ᵀ i) = len (Aᵀ i) / (2 * |Real.sin (t / 2)|) := by
  have hKM := mismatch_mul_moireBasis A t hA hs
  have hMK := mul_eq_one_comm.mp hKM
  have hcol : ∀ v : Fin 2 → ℝ,
      moireBasis A t *ᵥ v = ∑ i, v i • (moireBasis A t)ᵀ i := by
    intro v
    ext k
    simp [Matrix.mulVec, dotProduct, Fin.sum_univ_two, mul_comm]
  refine ⟨?_, ?_, ?_⟩
  · -- a vanishing combination is undone by the mismatch matrix
    rw [Fintype.linearIndependent_iff]
    intro g hg
    have hg' : moireBasis A t *ᵥ g = 0 := (hcol g).trans hg
    have h0 : g = 0 := by
      calc g = ((A⁻¹ * (1 - rot (-t))) * moireBasis A t) *ᵥ g := by
            rw [hKM, Matrix.one_mulVec]
        _ = 0 := by rw [← Matrix.mulVec_mulVec, hg', Matrix.mulVec_zero]
    intro i
    exact congrFun h0 i
  · intro x
    refine exists_congr fun n => ?_
    rw [← hcol (fun i => (n i : ℝ))]
    constructor
    · intro h
      rw [← h, mismatch_eq, Matrix.mulVec_mulVec, hMK, Matrix.one_mulVec]
    · intro h
      rw [h, mismatch_eq, Matrix.mulVec_mulVec, hKM, Matrix.one_mulVec]
  · intro i
    have hpos : 2 * |Real.sin (t / 2)| ≠ 0 := mul_ne_zero two_ne_zero (abs_ne_zero.mpr hs)
    rw [eq_div_iff hpos, mul_comm]
    exact moire_length A t hs i

/-- The signed area of the moiré cell, multiplied by `4 sin² (t/2)`, is the signed area of
the layer cell. -/
theorem moire_area (A : Matrix (Fin 2) (Fin 2) ℝ) (t : ℝ) (hs : Real.sin (t / 2) ≠ 0) :
    4 * Real.sin (t / 2) ^ 2 * (moireBasis A t).det = A.det := by
  have hc : 2 * Real.sin (t / 2) * (2 * Real.sin (t / 2))⁻¹ = 1 :=
    mul_inv_cancel₀ (mul_ne_zero two_ne_zero hs)
  have hdet : (rot (t / 2 - Real.pi / 2)).det = 1 := by
    rw [rot, Matrix.det_fin_two_of]
    linear_combination Real.sin_sq_add_cos_sq (t / 2 - Real.pi / 2)
  rw [moireBasis, Matrix.det_smul, Matrix.det_mul, hdet, Fintype.card_fin]
  generalize (2 * Real.sin (t / 2))⁻¹ = c at hc ⊢
  linear_combination A.det * (2 * Real.sin (t / 2) * c + 1) * hc

/-- If `sin (t/2) = 0`, the mismatch of the two layers vanishes at every point. -/
theorem mismatch_untwisted (A : Matrix (Fin 2) (Fin 2) ℝ) (t : ℝ)
    (hs : Real.sin (t / 2) = 0) (x : Fin 2 → ℝ) : mismatch A t x = 0 := by
  rw [mismatch_eq, one_sub_rot, hs, mul_zero, zero_smul, Matrix.mul_zero, Matrix.zero_mulVec]

/-- For a triangular lattice with lattice constant `a`, both moiré periods multiplied by
`2 |sin (t/2)|` equal `a`. -/
theorem triangular_moire_period (a t : ℝ) (ha : 0 < a) (hs : Real.sin (t / 2) ≠ 0)
    (i : Fin 2) :
    2 * |Real.sin (t / 2)| * len ((moireBasis (triangular a) t)ᵀ i) = a := by
  have h3 : Real.sqrt 3 * Real.sqrt 3 = 3 := Real.mul_self_sqrt (by norm_num)
  have h : (triangular a)ᵀ i ⬝ᵥ (triangular a)ᵀ i = a ^ 2 := by
    rw [dotProduct, Fin.sum_univ_two]
    fin_cases i
    · change a * a + 0 * 0 = a ^ 2
      ring
    · change a / 2 * (a / 2) + Real.sqrt 3 / 2 * a * (Real.sqrt 3 / 2 * a) = a ^ 2
      linear_combination (a ^ 2 / 4) * h3
  rw [moire_length _ t hs i, len, h, Real.sqrt_sq ha.le]

end

end MoireLattice
```

```lean
#print axioms MoireLattice.moire_lattice
-- 'MoireLattice.moire_lattice' depends on axioms: [propext, Classical.choice, Quot.sound]
#print axioms MoireLattice.moire_area
-- 'MoireLattice.moire_area' depends on axioms: [propext, Classical.choice, Quot.sound]
#print axioms MoireLattice.mismatch_untwisted
-- 'MoireLattice.mismatch_untwisted' depends on axioms: [propext, Classical.choice, Quot.sound]
#print axioms MoireLattice.triangular_moire_period
-- 'MoireLattice.triangular_moire_period' depends on axioms: [propext, Classical.choice, Quot.sound]
```

## Points of equal registry form a lattice

The main theorem, `moire_lattice`, has two hypotheses. `IsUnit A.det` says that $A$ is invertible, so $a_0$ and $a_1$ span the plane. The condition $\sin(t/2)\neq0$ says that $t$ is not a multiple of $2\pi$, so there is a real twist. The candidate moiré vectors $m_0, m_1$ are the columns of an explicit matrix, `moireBasis A t`:

$$M=\frac{1}{2\sin(t/2)}\,R\!\left(\tfrac t2-\tfrac\pi2\right)A .$$

The theorem states three things about them:

- $m_0$ and $m_1$ are linearly independent over the reals.
- The mismatch at $x$ has integer entries exactly when $x=n_0m_0+n_1m_1$ with integers $n_0,n_1$.
- $|m_i|=|a_i|/(2|\sin(t/2)|)$ for $i=0,1$.

In Lean, column $i$ of a matrix is written as row $i$ of its transpose, as in `(moireBasis A t)ᵀ i`. The length `len` is the square root of the dot product of a vector with itself, because Mathlib's default norm on functions `Fin 2 → ℝ` is the largest absolute entry and not the Euclidean length.

## What the integer condition means for two layers

If the two sets of fractional coordinates differ by integers, $x$ occupies the same position within a unit cell of either layer. For a small twist, the local stacking there closely repeats that at the origin, where the two lattices share a point. Such an $x$ need not be a lattice point of either layer, and the moiré lattice need not be a translational symmetry of the whole bilayer, which for a general angle has no exact period.

The layers are rigid, flat and identical apart from the rotation. Lattice relaxation, strain and a difference in lattice constants are absent. Within this rigid geometry, the moiré vectors fix the cell and the small Brillouin zone used in continuum models of twisted bilayers.

The mismatch compares labelled bases, so it can distinguish angles that give the same set of lattice points. At $t=\pi$ the rotated lattice coincides with the original, yet the formula gives $m_i=a_i/2$. For a slightly twisted bilayer, the long-wavelength pattern is obtained by taking $t$ to be the small twist itself, without an added symmetry rotation of the lattice.

## Derivation by inverting the mismatch

Since $R(t)^{-1}=R(-t)$, the mismatch is linear in position:

$$A^{-1}x-(R(t)A)^{-1}x=A^{-1}x-A^{-1}R(-t)x=Kx,\qquad K=A^{-1}\bigl(1-R(-t)\bigr).$$

Write $s=\sin(t/2)$ and $c=\cos(t/2)$. With $1-\cos t=2s^2$ and $\sin t=2sc$,

$$1-R(-t)=\begin{pmatrix}1-\cos t&-\sin t\\ \sin t&1-\cos t\end{pmatrix}
=2s\begin{pmatrix}s&-c\\ c&s\end{pmatrix}
=2s\,R\!\left(\tfrac\pi2-\tfrac t2\right).$$

The last step uses $\cos(\pi/2-t/2)=s$ and $\sin(\pi/2-t/2)=c$. For $s\neq0$ the scale factors and the opposite rotations cancel in the product

$$KM=A^{-1}\,2s\,R\!\left(\tfrac\pi2-\tfrac t2\right)\frac1{2s}R\!\left(\tfrac t2-\tfrac\pi2\right)A=A^{-1}A=1.$$

For square matrices this also gives $MK=1$. Hence $Kx=n$ with an integer vector $n$ if and only if $x=Mn=n_0m_0+n_1m_1$. If a real combination $Mg$ vanishes, then $g=KMg=0$, which is linear independence.

Rotations preserve dot products, so only the scale factor remains:

$$m_i\cdot m_j=\frac{a_i\cdot a_j}{4s^2}.$$

Taking $i=j$ and the positive square root gives the lengths. Because $\det R=1$, the signed cell area scales in the same way, $\det M=\det A/(4s^2)$.

For a triangular lattice with constant $a>0$, the columns $(a,0)$ and $(a/2,\sqrt3a/2)$ both have length $a$, so both moiré periods are $a/(2|s|)$.

## How the Lean proof follows the derivation

`rot_mul_rot` adds angles by comparing matrix entries, and `one_sub_rot` does the same for the half-angle identity. `mismatch_eq` uses the first of these to invert the rotation and obtain $K$. `mismatch_mul_moireBasis` then proves $KM=1$, cancelling the scale factors first, then the rotations, then $A$.

In `moire_lattice`, `mul_eq_one_comm` turns $KM=1$ into $MK=1$. The local fact `hcol` rewrites $Mv$ as a combination of columns. The two directions of the equivalence multiply by $M$ and by $K$ respectively, with the same integers $n$ on both sides.

`moire_dot` writes out the entries of $M$ and names the inverse scale factor and the sine and cosine of the rotation angle by single letters. `linear_combination` then closes a polynomial identity from two relations: the scale factor times its inverse is 1, and the squares of sine and cosine add to 1. `moire_length` takes the square root, which is where the absolute value enters, and `moire_area` treats the determinant in the same manner. `triangular_moire_period` computes the squared length of each column as $a^2$, using $\sqrt3\cdot\sqrt3=3$, and applies `moire_length`.

## The limit of vanishing twist

At $\sin(t/2)=0$, `mismatch_untwisted` shows that the mismatch is zero at every point. Every $x$ then satisfies the integer condition, and the solutions fill the plane instead of forming a lattice. As $t\to0$ through nonzero values, the ratio of $2|\sin(t/2)|$ to $|t|$ tends to 1, so the moiré periods grow as $|a_i|/|t|$, with $t$ in radians.
